# Positive local-field coupling shifts N distinct resonances down to N interlaced ones

In a dense medium each molecule responds to the macroscopic field and also to the field of its polarised neighbours. Suppose that a molecule has several undamped resonances, with squared frequencies $b_i$ and polarisability
$$\alpha(\omega)=\sum_i \frac{f_i}{b_i-\omega^2},\qquad f_i>0 .$$
With number density $n$ and local field $E+LP$, where $L>0$ is a constant, the polarisation obeys $P=n\alpha(\omega)(E+LP)$. A nonzero $P$ can persist at $E=0$ when $Ln\,\alpha(\omega)=1$. Where do the resonances of the medium then lie, and how many are there?

Write $x=\omega^2$ and $g_i=Lnf_i$, so that $g_i$ also has the dimension of a squared frequency. The condition becomes
$$R(x)=\sum_{i}\frac{g_i}{b_i-x}=1 .$$
The indices run from $0$ to $N-1$, as they do in Lean's `Fin N`, and $b$, $g$ and $s$ are real-valued functions of the index.

```lean
import Mathlib

open Finset

namespace LocalFieldShifts

noncomputable section

variable {N : ℕ} {b g s : Fin N → ℝ}
```

The function $R$ is called `response`.

```lean
/-- Response at squared frequency `x` of oscillators with bare squared frequencies `b i`
and coupling strengths `g i`. -/
def response (b g : Fin N → ℝ) (x : ℝ) : ℝ := ∑ i, g i / (b i - x)
```

A solution $x$ of $R(x)=1$ is a shifted resonance. It must differ from every $b_i$: Lean sets a quotient by zero to zero, and without this condition a pole could pass for a solution.

```lean
/-- `x` is a shifted resonance: it is none of the bare squared frequencies, and the
response there equals one. -/
def IsShifted (b g : Fin N → ℝ) (x : ℝ) : Prop :=
  (∀ i, x ≠ b i) ∧ response b g x = 1
```

## The sign of R − 1 on either side of a pole

Separate the term $k$ from the sum and multiply by its denominator:
$$(b_k-x)\bigl(R(x)-1\bigr)=g_k+(b_k-x)\Bigl(\sum_{i\ne k}\frac{g_i}{b_i-x}-1\Bigr).$$
If the $b_i$ are distinct, the right side is continuous at $x=b_k$ and equals $g_k>0$ there, so it is positive nearby. Hence $R>1$ just below $b_k$ and $R<1$ just above it.

The proof follows this route: `hc` is the continuity, `h0` the value at the pole, and the last lines restore the separated term.

```lean
/-- If the bare resonances are distinct, then close to one with positive coupling the response
exceeds one on the low-frequency side and is less than one on the high-frequency side. -/
theorem response_near_pole (hb : Function.Injective b) {k : Fin N} (hg : 0 < g k) :
    ∃ ε > 0, ∀ x, x ≠ b k → |x - b k| < ε →
      0 < (b k - x) * (response b g x - 1) := by
  -- multiplying by the vanishing denominator leaves a continuous function
  have hc : ContinuousAt (fun x => g k + (b k - x) *
      (∑ i ∈ univ.erase k, g i / (b i - x) - 1)) (b k) := by
    refine continuousAt_const.add ((continuousAt_const.sub continuousAt_id).mul
      (ContinuousAt.sub ?_ continuousAt_const))
    refine tendsto_finsetSum _ fun i hi => ?_
    have hne : b i - b k ≠ 0 :=
      sub_ne_zero.mpr fun h => (Finset.ne_of_mem_erase hi) (hb h)
    exact ContinuousAt.div continuousAt_const (continuousAt_const.sub continuousAt_id) hne
  have h0 : 0 < g k + (b k - b k) * (∑ i ∈ univ.erase k, g i / (b i - b k) - 1) := by
    rw [sub_self, zero_mul, add_zero]
    exact hg
  obtain ⟨ε, hε, h⟩ := Metric.eventually_nhds_iff.mp
    (Filter.Tendsto.eventually hc (lt_mem_nhds h0))
  refine ⟨ε, hε, fun x hx hd => ?_⟩
  have h1 : 0 < g k + (b k - x) * (∑ i ∈ univ.erase k, g i / (b i - x) - 1) :=
    h (show dist x (b k) < ε by rwa [Real.dist_eq])
  have h2 : response b g x = g k / (b k - x) + ∑ i ∈ univ.erase k, g i / (b i - x) :=
    (Finset.add_sum_erase univ (fun i => g i / (b i - x)) (mem_univ k)).symm
  have h3 : g k / (b k - x) * (b k - x) = g k :=
    div_mul_cancel₀ _ (sub_ne_zero.mpr hx.symm)
  rw [h2]
  calc 0 < _ := h1
    _ = _ := by linear_combination -h3
```

## A root below each bare resonance

Let $b_0<\dots<b_{N-1}$ and let all $g_i$ be positive. For each $i$ we need a point $c<b_i$, above all lower poles, with $R(c)\le 1$.

- For $i=0$, take $c=b_0-G$ with $G=\sum_j g_j$. Every denominator satisfies $b_j-c\ge G$, so $R(c)\le\sum_j g_j/G=1$.
- For $i>0$, take $c$ just above $b_{i-1}$, where $R<1$.

Just below $b_i$, and still above $c$, there is a point $d$ with $R(d)>1$. No pole lies in $[c,d]$, so $R$ is continuous there and takes the value $1$ by the intermediate value theorem.

In Lean the two choices of $c$ are the two branches of `rcases`, and $d$ is `b i - δ`. The calls to `nlinarith` turn the sign of the product from the previous lemma into an inequality for $R$.

```lean
/-- For strictly increasing bare squared frequencies and positive couplings, a shifted resonance
lies below each bare resonance and above all lower bare ones. -/
theorem exists_shifted_below (hb : StrictMono b) (hg : ∀ i, 0 < g i) (i : Fin N) :
    ∃ x, x < b i ∧ (∀ j < i, b j < x) ∧ IsShifted b g x := by
  -- a left end point where the response is at most one
  obtain ⟨c, hci, hcj, hc⟩ :
      ∃ c, c < b i ∧ (∀ j < i, b j < c) ∧ response b g c ≤ 1 := by
    rcases Nat.eq_zero_or_pos i.val with h0 | hpos
    · have hG : 0 < ∑ j, g j := Finset.sum_pos (fun j _ => hg j) ⟨i, mem_univ i⟩
      refine ⟨b i - ∑ j, g j, by linarith, fun j hj => ?_, ?_⟩
      · exact absurd (Fin.lt_def.mp hj) (by omega)
      · calc response b g (b i - ∑ j, g j) ≤ ∑ j, g j / (∑ k, g k) := by
              unfold response
              refine Finset.sum_le_sum fun j _ => ?_
              have hij : b i ≤ b j := hb.monotone (Fin.le_def.mpr (by omega))
              exact div_le_div_of_nonneg_left (hg j).le hG (by linarith)
          _ = 1 := by rw [← Finset.sum_div, div_self hG.ne']
    · obtain ⟨k, hk⟩ : ∃ k : Fin N, k.val + 1 = i.val :=
        ⟨⟨i.val - 1, by have := i.isLt; omega⟩, by
          show i.val - 1 + 1 = i.val
          omega⟩
      have hki : b k < b i := hb (Fin.lt_def.mpr (by omega))
      obtain ⟨ε, hε, h⟩ := response_near_pole hb.injective (hg k)
      obtain ⟨δ, hδ, hδ'⟩ := exists_between (lt_min hε (sub_pos.mpr hki))
      obtain ⟨h1, h2⟩ := lt_min_iff.mp hδ'
      have h3 := h (b k + δ) (by intro e; linarith)
        (by rw [add_sub_cancel_left, abs_of_pos hδ]; exact h1)
      refine ⟨b k + δ, by linarith, fun j hj => ?_, ?_⟩
      · have : b j ≤ b k :=
          hb.monotone (Fin.le_def.mpr (by have := Fin.lt_def.mp hj; omega))
        linarith
      · by_contra hn
        nlinarith [mul_pos hδ (sub_pos.mpr (not_le.mp hn))]
  -- a right end point where the response is at least one
  obtain ⟨ε, hε, h⟩ := response_near_pole hb.injective (hg i)
  obtain ⟨δ, hδ, hδ'⟩ := exists_between (lt_min hε (sub_pos.mpr hci))
  obtain ⟨h1, h2⟩ := lt_min_iff.mp hδ'
  have h3 := h (b i - δ) (by intro e; linarith)
    (by rw [abs_lt]; constructor <;> linarith)
  have hd : 1 ≤ response b g (b i - δ) := by
    by_contra hn
    nlinarith [mul_pos hδ (sub_pos.mpr (not_le.mp hn))]
  have hne : ∀ x ∈ Set.Icc c (b i - δ), ∀ j, x ≠ b j := by
    intro x hx j e
    rcases lt_or_ge j i with hj | hj
    · linarith [hcj j hj, hx.1]
    · linarith [hb.monotone hj, hx.2]
  have hcont : ContinuousOn (response b g) (Set.Icc c (b i - δ)) := by
    show ContinuousOn (fun x => ∑ j, g j / (b j - x)) _
    exact continuousOn_finsetSum _ fun j _ =>
      continuousOn_const.div (continuousOn_const.sub continuousOn_id)
        fun x hx => sub_ne_zero.mpr (hne x hx j).symm
  obtain ⟨x, hx, hx1⟩ :=
    intermediate_value_Icc (show c ≤ b i - δ by linarith) hcont ⟨hc, hd⟩
  exact ⟨x, by linarith [hx.2], fun j hj => lt_of_lt_of_le (hcj j hj) hx.1,
    hne x hx, hx1⟩
```

## The polynomial behind the resonance condition

To show that there are no further roots, clear the denominators. Since $-g_i/(b_i-x)=g_i/(x-b_i)$, multiplying $1-R(x)$ by $\prod_j(x-b_j)$ gives
$$\prod_j(x-b_j)+\sum_i g_i\prod_{j\ne i}(x-b_j)=\Bigl(\prod_j(x-b_j)\Bigr)\bigl(1-R(x)\bigr)$$
for every $x$ that is not a pole.

```lean
/-- Clearing the denominators of one minus the response. -/
theorem clear_denominators {x : ℝ} (hx : ∀ i, x ≠ b i) :
    ∏ j, (x - b j) + ∑ i, g i * ∏ j ∈ univ.erase i, (x - b j)
      = (∏ j, (x - b j)) * (1 - response b g x) := by
  unfold response
  rw [mul_sub, mul_one, Finset.mul_sum, sub_eq_add_neg, ← Finset.sum_neg_distrib]
  congr 1
  refine Finset.sum_congr rfl fun i _ => ?_
  have hE : (x - b i) * ∏ j ∈ univ.erase i, (x - b j) = ∏ j, (x - b j) :=
    Finset.mul_prod_erase univ (fun j => x - b j) (mem_univ i)
  have h : g i / (b i - x) * (b i - x) = g i :=
    div_mul_cancel₀ _ (sub_ne_zero.mpr (hx i).symm)
  linear_combination (-(∏ j ∈ univ.erase i, (x - b j))) * h - (g i / (b i - x)) * hE
```

The left side is a monic polynomial of degree $N$ in $x$. Suppose that $s_0,\dots,s_{N-1}$ are distinct shifted resonances. The polynomial vanishes at each of them, and so does $\prod_i(x-s_i)$. Both are monic of degree $N$, so their difference has degree below $N$. With $N$ distinct zeros it must be the zero polynomial, and therefore
$$\prod_j(x-b_j)+\sum_i g_i\prod_{j\ne i}(x-b_j)=\prod_i(x-s_i).$$

Mathlib's `Lagrange.nodal univ b` is the polynomial $\prod_j(X-b_j)$. The first bullet of the proof bounds the degree of the difference, and the second evaluates both sides at $s_k$.

```lean
/-- The secular polynomial of `N` coupled resonances is the monic polynomial whose roots
are `N` distinct shifted resonances. -/
theorem secular_polynomial (hs : Function.Injective s) (h : ∀ i, IsShifted b g (s i)) :
    Lagrange.nodal univ b + ∑ i, Polynomial.C (g i) * Lagrange.nodal (univ.erase i) b
      = Lagrange.nodal univ s := by
  apply Polynomial.eq_of_degree_sub_lt_of_eval_index_eq (s := univ) (v := s) hs.injOn
  · -- the leading terms cancel
    have h1 : (Lagrange.nodal univ b - Lagrange.nodal univ s).degree
        < ((univ : Finset (Fin N)).card : WithBot ℕ) := by
      have := Polynomial.degree_sub_lt_left (p := Lagrange.nodal univ b)
        (q := Lagrange.nodal univ s)
        (by rw [Lagrange.degree_nodal, Lagrange.degree_nodal])
        (Polynomial.Monic.ne_zero Lagrange.nodal_monic)
        (by rw [Polynomial.Monic.leadingCoeff Lagrange.nodal_monic,
          Polynomial.Monic.leadingCoeff Lagrange.nodal_monic])
      rwa [Lagrange.degree_nodal] at this
    have h2 : (∑ i, Polynomial.C (g i) * Lagrange.nodal (univ.erase i) b).degree
        < ((univ : Finset (Fin N)).card : WithBot ℕ) := by
      rw [← Polynomial.mem_degreeLT]
      refine Submodule.sum_mem _ fun i _ => ?_
      rw [← Polynomial.smul_eq_C_mul]
      refine Submodule.smul_mem _ _ (Polynomial.mem_degreeLT.mpr ?_)
      rw [Lagrange.degree_nodal]
      exact_mod_cast Finset.card_erase_lt_of_mem (mem_univ i)
    rw [add_sub_right_comm]
    exact (Polynomial.degree_add_le _ _).trans_lt (max_lt h1 h2)
  · intro k _
    simp only [Polynomial.eval_add, Polynomial.eval_finsetSum, Polynomial.eval_mul,
      Polynomial.eval_C, Lagrange.eval_nodal]
    rw [clear_denominators (h k).1, (h k).2, sub_self, mul_zero]
    exact (Finset.prod_eq_zero (mem_univ k) (sub_self _)).symm
```

Away from the poles we may divide by $\prod_i(x-b_i)$:
$$1-R(x)=\prod_i\frac{x-s_i}{x-b_i}.$$

```lean
/-- One minus the response is the product of the ratios of detunings from the shifted
and from the bare resonances. -/
theorem one_sub_response_eq_prod (hs : Function.Injective s)
    (h : ∀ i, IsShifted b g (s i)) {x : ℝ} (hx : ∀ i, x ≠ b i) :
    1 - response b g x = ∏ i, (x - s i) / (x - b i) := by
  have hp := congrArg (Polynomial.eval x) (secular_polynomial hs h)
  simp only [Polynomial.eval_add, Polynomial.eval_finsetSum, Polynomial.eval_mul,
    Polynomial.eval_C, Lagrange.eval_nodal] at hp
  rw [clear_denominators hx] at hp
  have hP : ∏ i, (x - b i) ≠ 0 :=
    Finset.prod_ne_zero_iff.mpr fun i _ => sub_ne_zero.mpr (hx i)
  rw [Finset.prod_div_distrib, eq_div_iff hP, mul_comm]
  exact hp
```

The same polynomial identity contains the sum rule. For $N\ge1$, the coefficient of $X^{N-1}$ is $-\sum_i b_i+\sum_i g_i$ on the left and $-\sum_i s_i$ on the right, so
$$\sum_i(b_i-s_i)=\sum_i g_i .$$
In the proof `hB` gives the coefficient of a full product and `hE` that of a product with one factor missing. For $N=0$ both sums are empty.

```lean
/-- Sum rule: the total downward shift of the squared frequencies equals the total
coupling strength. -/
theorem sum_shift (hs : Function.Injective s) (h : ∀ i, IsShifted b g (s i)) :
    ∑ i, (b i - s i) = ∑ i, g i := by
  rcases Nat.eq_zero_or_pos N with h0 | hN
  · subst h0
    simp
  -- compare the coefficients just below the leading one
  have hp := congrArg (fun p => Polynomial.coeff p (N - 1)) (secular_polynomial hs h)
  have hB : ∀ v : Fin N → ℝ, (Lagrange.nodal univ v).coeff (N - 1) = -∑ i, v i := by
    intro v
    have := Polynomial.prod_X_sub_C_coeff_card_pred univ v
      (by rw [Finset.card_univ, Fintype.card_fin]; exact hN)
    rw [Finset.card_univ, Fintype.card_fin] at this
    exact this
  have hE : ∀ i, (Lagrange.nodal (univ.erase i) b).coeff (N - 1) = 1 := by
    intro i
    have hm := Polynomial.Monic.coeff_natDegree
      (Lagrange.nodal_monic (s := univ.erase i) (v := b))
    rwa [Lagrange.natDegree_nodal, Finset.card_erase_of_mem (mem_univ i),
      Finset.card_univ, Fintype.card_fin] at hm
  simp only [Polynomial.coeff_add, Polynomial.finsetSum_coeff, Polynomial.coeff_C_mul,
    hB, hE, mul_one] at hp
  rw [Finset.sum_sub_distrib]
  linarith
```

## All the shifted resonances

Choose for each $i$ the root $s_i$ found below $b_i$. If $i<j$, then $s_i<b_i<s_j$, so the $s_i$ are strictly increasing and in particular distinct. If $x$ is any shifted resonance, then $1-R(x)=0$ and the product formula gives
$$0=\prod_i\frac{x-s_i}{x-b_i}.$$
One factor vanishes, and since $x$ is not a pole, $x=s_i$ for some $i$.

The theorem assumes that `b` is strictly increasing (`StrictMono b`) and that every `g i` is positive. It gives a strictly increasing `s` whose values are exactly the shifted resonances, so there are exactly $N$ of them. The next two clauses state the interlacing
$$s_0<b_0<s_1<b_1<\dots<s_{N-1}<b_{N-1},$$
and the last is the sum rule. The $b_i$ need not be positive here.

```lean
/-- `N` distinct bare resonances, listed in increasing order and with positive couplings, have
exactly `N` shifted resonances, which interlace with the bare ones from below and whose total shift
is the total coupling. -/
theorem local_field_shifts (hb : StrictMono b) (hg : ∀ i, 0 < g i) :
    ∃ s : Fin N → ℝ, StrictMono s ∧ (∀ x, IsShifted b g x ↔ ∃ i, s i = x) ∧
      (∀ i, s i < b i) ∧ (∀ i j, i < j → b i < s j) ∧
      ∑ i, (b i - s i) = ∑ i, g i := by
  choose s hlt hgt hs using fun i => exists_shifted_below hb hg i
  have hmono : StrictMono s := fun i j hij => (hlt i).trans (hgt j i hij)
  refine ⟨s, hmono, fun x => ⟨fun hx => ?_, ?_⟩, hlt, fun i j hij => hgt j i hij,
    sum_shift hmono.injective hs⟩
  · -- the product formula leaves no room for further roots
    have hp := one_sub_response_eq_prod hmono.injective hs hx.1
    rw [hx.2, sub_self] at hp
    obtain ⟨i, _, hi⟩ := Finset.prod_eq_zero_iff.mp hp.symm
    rcases div_eq_zero_iff.mp hi with h | h
    · exact ⟨i, (sub_eq_zero.mp h).symm⟩
    · exact absurd (sub_eq_zero.mp h) (hx.1 i)
  · rintro ⟨i, rfl⟩
    exact hs i
```

The positivity of the couplings matters. Take $N=2$, $b=(1,2)$ and $g=(-1,1)$. Then
$$R(x)=-\frac{1}{(1-x)(2-x)},$$
and $R(x)=1$ means $x^2-3x+3=0$, which has discriminant $-3$. There is no real shifted resonance at all.

## When the medium stays stable

A negative squared frequency means an imaginary frequency, and so a polarisation that can grow exponentially. Let the $b_i$ again be strictly increasing and all $g_i$ positive, and let all $b_i$ be positive too. The static response is $R(0)=\sum_i g_i/b_i$, and all $s_i$ are positive exactly when it is less than one.

If all $s_i$ are positive, the product formula at $x=0$ gives
$$1-\sum_i\frac{g_i}{b_i}=\prod_i\frac{s_i}{b_i}>0 .$$
Conversely, let $\sum_i g_i/b_i<1$ and $x\le0$. Then $b_i-x\ge b_i$, so $R(x)\le R(0)<1$, and $x$ is not a shifted resonance. The two directions of the Lean proof are these two arguments.

```lean
/-- For positive couplings and positive, strictly increasing bare squared frequencies, all shifted
squared frequencies are positive exactly when the static response is less than one. -/
theorem stable_iff_static_response_lt_one (hb : StrictMono b) (hg : ∀ i, 0 < g i)
    (hpos : ∀ i, 0 < b i) :
    (∀ x, IsShifted b g x → 0 < x) ↔ ∑ i, g i / b i < 1 := by
  have h0 : response b g 0 = ∑ i, g i / b i := by simp only [response, sub_zero]
  constructor
  · intro h
    obtain ⟨s, hmono, hroot, -⟩ := local_field_shifts hb hg
    have hs : ∀ i, IsShifted b g (s i) := fun i => (hroot _).mpr ⟨i, rfl⟩
    have hp := one_sub_response_eq_prod hmono.injective hs (x := 0)
      (fun i => (hpos i).ne)
    have hq : 0 < ∏ i, (0 - s i) / (0 - b i) :=
      Finset.prod_pos fun i _ => div_pos_of_neg_of_neg
        (by linarith [h _ (hs i)]) (by linarith [hpos i])
    linarith
  · intro h x hx
    by_contra hn
    -- the response at a nonpositive argument cannot exceed the static one
    have hle : response b g x ≤ ∑ i, g i / b i := by
      unfold response
      exact Finset.sum_le_sum fun i _ =>
        div_le_div_of_nonneg_left (hg i).le (hpos i) (by linarith [not_lt.mp hn])
    linarith [hx.2]

end

end LocalFieldShifts
```

```lean
#print axioms LocalFieldShifts.local_field_shifts
#print axioms LocalFieldShifts.stable_iff_static_response_lt_one
```

```
'LocalFieldShifts.local_field_shifts' depends on axioms: [propext, Classical.choice, Quot.sound]
'LocalFieldShifts.stable_iff_static_response_lt_one' depends on axioms: [propext, Classical.choice, Quot.sound]
```

## Scope of the model

The $b_i$ and $g_i$ are given real numbers. Positive $g_i$ stand for a local field that reinforces the polarisation, and for resonances that all couple to it; strictly increasing $b_i$ exclude degenerate resonances. Damping, a frequency-dependent local-field factor and the intensities of the shifted resonances are not treated.

In electronic structure the same equation gives the eigenvalues of the matrix with entries $b_i\delta_{ij}-\sqrt{g_ig_j}$. The result therefore bears on squared excitation energies in linear response when the coupling between the excitations has this attractive rank-one form, which a general coupling matrix does not have.
